# Real local potentials with zero matrix between M spinors on G grid points form a space of dimension at least G − M²

On a finite grid of G points, a real local potential that acts alike on every spinor component has a matrix between M basis spinors, given by an unweighted sum over grid points and components. The theorem says that the real potentials for which this whole matrix vanishes form a real vector space of dimension at least G − M². The spinors are arbitrary complex functions on the grid, with no assumption that they are normalised, orthogonal or linearly independent. The proof sends each potential to the M² real numbers Re A_ij + Im A_ij, where A is its matrix, and applies rank-nullity to this map. Since A is Hermitian, these numbers all vanish only if A does, and it is in proving this that the attempt fails.

The failing Lean file:

```lean
import Mathlib

open ComplexConjugate

namespace CardLeSqAddFinrankKer

noncomputable section

variable {ι X S : Type*} [Fintype X] [Fintype S]

/-- The matrix of a real local potential `v` on the grid `X` between basis spinors `f i`
with components labelled by `S`: the sum over grid points and components of
`conj (f i) * v * f j`. It is real-linear in `v`. -/
def potentialMatrix (f : ι → X → S → ℂ) : (X → ℝ) →ₗ[ℝ] Matrix ι ι ℂ where
  toFun v := Matrix.of fun i j => ∑ x, ∑ s, conj (f i x s) * (v x : ℂ) * f j x s
  map_add' v w := by
    ext i j
    simp [mul_add, add_mul, Finset.sum_add_distrib]
  map_smul' t v := by
    ext i j
    simp only [Matrix.of_apply, Matrix.smul_apply, Pi.smul_apply, smul_eq_mul,
      Complex.real_smul, Complex.ofReal_mul, RingHom.id_apply, Finset.mul_sum]
    refine Finset.sum_congr rfl fun x _ => Finset.sum_congr rfl fun s _ => ?_
    ring

/-- The matrix elements of a local potential, written out as a grid sum. -/
theorem potentialMatrix_apply (f : ι → X → S → ℂ) (v : X → ℝ) (i j : ι) :
    potentialMatrix f v i j = ∑ x, ∑ s, conj (f i x s) * (v x : ℂ) * f j x s := rfl

/-- The matrix of a real local potential is Hermitian. -/
theorem potentialMatrix_isHermitian (f : ι → X → S → ℂ) (v : X → ℝ) :
    (potentialMatrix f v).IsHermitian := by
  refine Matrix.IsHermitian.ext fun i j => ?_
  simp only [potentialMatrix_apply, ← starRingEnd_apply, map_sum, map_mul,
    Complex.conj_conj, Complex.conj_ofReal]
  refine Finset.sum_congr rfl fun x _ => Finset.sum_congr rfl fun s _ => ?_
  ring

/-- The real numbers `Re A i j + Im A i j` attached to a complex matrix `A`. -/
def realCoordinates : Matrix ι ι ℂ →ₗ[ℝ] (ι × ι → ℝ) where
  toFun A p := (A p.1 p.2).re + (A p.1 p.2).im
  map_add' A B := by
    funext p
    simp only [Matrix.add_apply, Complex.add_re, Complex.add_im, Pi.add_apply]
    ring
  map_smul' t A := by
    funext p
    simp [mul_add]

/-- With `M` basis spinors on `G` grid points, the real potentials whose matrix vanishes
form a space of dimension at least `G - M ^ 2`. -/
theorem card_le_sq_add_finrank_ker [Fintype ι] (f : ι → X → S → ℂ) :
    Fintype.card X ≤
      Fintype.card ι ^ 2 + Module.finrank ℝ (LinearMap.ker (potentialMatrix f)) := by
  -- For a Hermitian matrix the real coordinates determine every entry.
  have hker : LinearMap.ker (realCoordinates ∘ₗ potentialMatrix f) ≤
      LinearMap.ker (potentialMatrix f) := by
    intro v hv
    have hR : ∀ i j, (potentialMatrix f v i j).re + (potentialMatrix f v i j).im = 0 :=
      fun i j => congrFun (LinearMap.mem_ker.mp hv) (i, j)
    rw [LinearMap.mem_ker]
    ext i j
    have hs := (potentialMatrix_isHermitian f v).apply i j
    have hre : (potentialMatrix f v j i).re = (potentialMatrix f v i j).re :=
      congrArg Complex.re hs
    have him : -(potentialMatrix f v j i).im = (potentialMatrix f v i j).im :=
      congrArg Complex.im hs
    have h1 := hR i j
    have h2 := hR j i
    apply Complex.ext
    · change (potentialMatrix f v i j).re = 0
      linarith
    · change (potentialMatrix f v i j).im = 0
      linarith
  -- Rank-nullity for the map from potentials to real coordinates.
  have h1 := LinearMap.finrank_range_add_finrank_ker (realCoordinates ∘ₗ potentialMatrix f)
  have h2 := Submodule.finrank_le (LinearMap.range (realCoordinates ∘ₗ potentialMatrix f))
  have h3 := Submodule.finrank_mono hker
  rw [Module.finrank_fintype_fun_eq_card] at h1 h2
  rw [Fintype.card_prod, ← sq] at h2
  linarith

end

end CardLeSqAddFinrankKer
```

The error:

```
Main.lean:65:26: error: Application type mismatch: The argument
  hs
has type
  star ((potentialMatrix f) v j i) = (potentialMatrix f) v i j
but is expected to have type
  (potentialMatrix f) v j i = (potentialMatrix f) v i j
in the application
  congrArg Complex.re hs
```

Cause. Hermiticity gives `hs`, which says that the `star` (complex conjugate) of the `j i` entry equals the `i j` entry. The step `hre` claims that the two entries have equal real parts, which is true, but `congrArg Complex.re hs` does not prove it in that form. Lean matches the stated goal against `congrArg` first, and so expects a proof that the entries themselves are equal, without the `star`. That is a different claim, which does not follow from `hs` and is false for a general Hermitian matrix, hence the type mismatch.

In the repair, `rw [← hs]` replaces the `i j` entry in the goal by the `star` of the `j i` entry. What is left is that conjugation keeps the real part, which is `Complex.conj_re` read backwards, hence the `.symm`.

The message does not concern `him`, the step for imaginary parts. Its change to the same pattern, with `Complex.conj_im`, is mere tidying.

This version goes through:

```diff
@@ -62,8 +62,10 @@
     ext i j
     have hs := (potentialMatrix_isHermitian f v).apply i j
-    have hre : (potentialMatrix f v j i).re = (potentialMatrix f v i j).re :=
-      congrArg Complex.re hs
-    have him : -(potentialMatrix f v j i).im = (potentialMatrix f v i j).im :=
-      congrArg Complex.im hs
+    have hre : (potentialMatrix f v j i).re = (potentialMatrix f v i j).re := by
+      rw [← hs]
+      exact (Complex.conj_re _).symm
+    have him : -(potentialMatrix f v j i).im = (potentialMatrix f v i j).im := by
+      rw [← hs]
+      exact (Complex.conj_im _).symm
     have h1 := hR i j
     have h2 := hR j i
```
